# A lower bound on the triangularly weighted aliasing of one-dimensional k-point rules with nonnegative weights

## k-points as real numbers

The average of a periodic function over a one-dimensional Brillouin zone is approximated by a weighted sum over N k-points, which are modelled here as arbitrary real numbers k_j. Each k_j is a wavevector divided by the reciprocal lattice vector, so it is dimensionless and has period 1. Points may coincide, and N counts them with repetition.

The weights w_j are nonnegative and sum to one. The rule assigns to the harmonic exp(2πimk), with m an integer, the value

S_m = Σ_j w_j exp(2πi m k_j).

The exact average is 0 for m ≠ 0, so a nonzero S_m is an aliasing error. For m = 0 the rule is exact: S_0 = 1.

## How much aliasing must remain

For every natural number M,

A_M = Σ_{|m|<M} (1 − |m|/M) |S_m|² ≥ M/N.

For M ≥ 1 the term m = 0 contributes 1, so the other harmonics contribute at least M/N − 1. This is positive once M > N: no placement of the points removes all aliasing below order M. For k-point sampling in electronic-structure calculations, this limits what one set of points can achieve for all periodic functions at once, in one dimension and with nonnegative weights. It is not a lower bound on the error for a single function: a continuous band energy equals its average at some k, so one point placed there gives that average exactly.

In Lean, `w` and `k` are functions `Fin N → ℝ`, `samplingSum` is S_m and `aliasingSum` is A_M. The range `Ioo (-(M : ℤ)) M` is the set of integers with |m| < M. The hypotheses `hw` and `hsum` state that the weights are nonnegative and normalised; the second already forces N ≥ 1. For M = 0 both sides are zero.

The error in the Brillouin-zone average of a particular band energy depends on that energy's Fourier coefficients as well as on the S_m, and is not treated in the Lean file.

## Derivation from the Fejér kernel

Define

F_M(x) = Σ_{|m|<M} (1 − |m|/M) cos(2πmx).

Take M ≥ 1. Among pairs a, b from 0 to M − 1, the difference m occurs M − |m| times. With cos(u − v) = cos u cos v + sin u sin v,

M F_M(x) = Σ_{a,b} cos(2π(a − b)x) = (Σ_a cos 2πax)² + (Σ_a sin 2πax)².

Hence F_M ≥ 0. At x = 0 the right side is M², so F_M(0) = M.

The same identity for the cosine gives

|S_m|² = Σ_{j,l} w_j w_l cos(2πm(k_j − k_l)).

Multiplying by 1 − |m|/M and summing over m,

A_M = Σ_{j,l} w_j w_l F_M(k_j − k_l).

Every term is nonnegative. Keeping only j = l gives A_M ≥ M Σ_j w_j². By Cauchy–Schwarz, 1 = (Σ_j w_j)² ≤ N Σ_j w_j², and so A_M ≥ M/N.

## Uniform grids attain the bound

Let k_j = (j + s)/N for j = 0, …, N − 1, with any real shift s, w_j = 1/N and M = qN, where q ≥ 1. For j ≠ l, x = (j − l)/N is not an integer, but Mx = q(j − l) is. With z = exp(2πix), z ≠ 1 and z^M = 1, so

Σ_{a<M} z^a = (z^M − 1)/(z − 1) = 0.

Both the cosine and the sine sum vanish, hence F_M(x) = 0. The diagonal gives N · (1/N²) · qN = q = M/N.

## The Lean file

```lean
import Mathlib

open Finset
open scoped Real

namespace BrillouinAliasing

noncomputable section

/-- The sampling sum `S_m = ∑_j w_j exp(2πi m k_j)`: the value that the quadrature rule with
nodes `k_j` and weights `w_j` assigns to the `m`-th harmonic. -/
def samplingSum {N : ℕ} (w k : Fin N → ℝ) (m : ℤ) : ℂ :=
  ∑ j, (w j : ℂ) * Complex.exp (((2 * π * m * k j : ℝ) : ℂ) * Complex.I)

/-- The sum of `|S_m|²` over `|m| < M` with triangular weights `1 - |m|/M`, for `M ≥ 1`. -/
def aliasingSum {N : ℕ} (w k : Fin N → ℝ) (M : ℕ) : ℝ :=
  ∑ m ∈ Ioo (-(M : ℤ)) M, (1 - |(m : ℝ)| / M) * ‖samplingSum w k m‖ ^ 2

/-- The Fejér kernel of order `M ≥ 1`, written as a cosine sum with triangular weights. -/
def fejer (M : ℕ) (x : ℝ) : ℝ :=
  ∑ m ∈ Ioo (-(M : ℤ)) M, (1 - |(m : ℝ)| / M) * Real.cos (2 * π * m * x)

/-- A sum over `|m| ≤ M` is the term at zero plus the pairs of opposite harmonics. -/
theorem sum_symmetric (f : ℤ → ℝ) (M : ℕ) :
    ∑ m ∈ Ioo (-((M + 1 : ℕ) : ℤ)) ((M + 1 : ℕ) : ℤ), f m =
      f 0 + ∑ b ∈ range M, (f ((b : ℤ) + 1) + f (-((b : ℤ) + 1))) := by
  induction M with
  | zero =>
    have h : Ioo (-((0 + 1 : ℕ) : ℤ)) ((0 + 1 : ℕ) : ℤ) = {0} := by
      ext m
      simp only [mem_Ioo, mem_singleton]
      omega
    rw [h]
    simp
  | succ M ih =>
    have h : Ioo (-((M + 1 + 1 : ℕ) : ℤ)) ((M + 1 + 1 : ℕ) : ℤ) =
        insert ((M : ℤ) + 1) (insert (-((M : ℤ) + 1))
          (Ioo (-((M + 1 : ℕ) : ℤ)) ((M + 1 : ℕ) : ℤ))) := by
      ext m
      simp only [mem_Ioo, mem_insert]
      omega
    rw [h, sum_insert (by simp only [mem_insert, mem_Ioo]; omega),
      sum_insert (by simp only [mem_Ioo]; omega), ih, sum_range_succ]
    ring

/-- The sum of `f (a - b)` over the pairs `a, b < M` is the sum of `(M - |m|) f m` over the integers
`|m| < M`. -/
theorem sum_differences (f : ℤ → ℝ) (M : ℕ) :
    ∑ a ∈ range M, ∑ b ∈ range M, f ((a : ℤ) - b) =
      ∑ m ∈ Ioo (-(M : ℤ)) M, ((M : ℝ) - |(m : ℝ)|) * f m := by
  induction M with
  | zero => simp
  | succ M ih =>
    -- the new row and column of the square of pairs
    have hcol : ∑ b ∈ range M, f ((M : ℤ) - b) = ∑ b ∈ range M, f ((b : ℤ) + 1) := by
      refine Eq.trans ?_ (sum_range_reflect (fun b : ℕ => f ((b : ℤ) + 1)) M)
      refine sum_congr rfl fun b hb => ?_
      have := mem_range.1 hb
      exact congrArg f (by omega)
    have hrow : ∑ a ∈ range M, f ((a : ℤ) - M) = ∑ b ∈ range M, f (-((b : ℤ) + 1)) := by
      refine Eq.trans ?_ (sum_range_reflect (fun b : ℕ => f (-((b : ℤ) + 1))) M)
      refine sum_congr rfl fun b hb => ?_
      have := mem_range.1 hb
      exact congrArg f (by omega)
    have hold : ∑ m ∈ Ioo (-((M + 1 : ℕ) : ℤ)) ((M + 1 : ℕ) : ℤ),
        ((M : ℝ) - |(m : ℝ)|) * f m =
        ∑ m ∈ Ioo (-(M : ℤ)) M, ((M : ℝ) - |(m : ℝ)|) * f m := by
      symm
      apply sum_subset
      · intro m hm
        simp only [mem_Ioo] at *
        omega
      · intro m hm hm'
        simp only [mem_Ioo] at hm hm'
        have h : m = M ∨ m = -(M : ℤ) := by omega
        rcases h with h | h <;> simp [h]
    have hsplit : ∑ m ∈ Ioo (-((M + 1 : ℕ) : ℤ)) ((M + 1 : ℕ) : ℤ),
        (((M + 1 : ℕ) : ℝ) - |(m : ℝ)|) * f m =
        ∑ m ∈ Ioo (-((M + 1 : ℕ) : ℤ)) ((M + 1 : ℕ) : ℤ), ((M : ℝ) - |(m : ℝ)|) * f m +
        ∑ m ∈ Ioo (-((M + 1 : ℕ) : ℤ)) ((M + 1 : ℕ) : ℤ), f m := by
      rw [← sum_add_distrib]
      refine sum_congr rfl fun m _ => ?_
      push_cast
      ring
    rw [hsplit, hold, ← ih, sum_symmetric]
    simp only [sum_range_succ, sum_add_distrib]
    rw [hrow, hcol, sub_self]
    ring

/-- `M` times the Fejér kernel is the squared modulus of a sum of `M` plane waves. -/
theorem mul_fejer (M : ℕ) (x : ℝ) :
    (M : ℝ) * fejer M x = (∑ a ∈ range M, Real.cos (2 * π * a * x)) ^ 2 +
      (∑ a ∈ range M, Real.sin (2 * π * a * x)) ^ 2 := by
  have h1 : (M : ℝ) * fejer M x = ∑ a ∈ range M, ∑ b ∈ range M,
      Real.cos (2 * π * (((a : ℤ) - b : ℤ) : ℝ) * x) := by
    rw [fejer, mul_sum]
    refine Eq.trans ?_ (sum_differences (fun m => Real.cos (2 * π * m * x)) M).symm
    refine sum_congr rfl fun m hm => ?_
    have hM : (M : ℝ) ≠ 0 := by
      have := mem_Ioo.1 hm
      exact_mod_cast (show M ≠ 0 by omega)
    have e : (M : ℝ) * (1 - |(m : ℝ)| / M) = M - |(m : ℝ)| := by field_simp
    rw [← mul_assoc, e]
  rw [h1, sq, sq, sum_mul_sum, sum_mul_sum, ← sum_add_distrib]
  refine sum_congr rfl fun a _ => ?_
  rw [← sum_add_distrib]
  refine sum_congr rfl fun b _ => ?_
  rw [← Real.cos_sub]
  congr 1
  push_cast
  ring

/-- The Fejér kernel is nowhere negative. -/
theorem fejer_nonneg (M : ℕ) (x : ℝ) : 0 ≤ fejer M x := by
  rcases Nat.eq_zero_or_pos M with rfl | hM
  · simp [fejer]
  · have hM' : (0 : ℝ) < M := by exact_mod_cast hM
    exact (mul_nonneg_iff_of_pos_left hM').1 (by rw [mul_fejer]; positivity)

/-- The Fejér kernel of order `M` has the value `M` at the origin. -/
theorem fejer_zero (M : ℕ) : fejer M 0 = M := by
  rcases Nat.eq_zero_or_pos M with rfl | hM
  · simp [fejer]
  · have hM' : (M : ℝ) ≠ 0 := by exact_mod_cast hM.ne'
    have h := mul_fejer M 0
    simp only [mul_zero, Real.cos_zero, Real.sin_zero, sum_const, card_range,
      nsmul_eq_mul, mul_one] at h
    exact mul_left_cancel₀ hM' (by linear_combination h)

/-- The Fejér kernel of order `M` vanishes at every non-integer `x` for which `M x` is an
integer. -/
theorem fejer_eq_zero (M : ℕ) (x : ℝ) (hx : ∀ n : ℤ, x ≠ n) (p : ℤ)
    (hp : (M : ℝ) * x = p) : fejer M x = 0 := by
  rcases Nat.eq_zero_or_pos M with rfl | hM
  · simp [fejer]
  have hM' : (M : ℝ) ≠ 0 := by exact_mod_cast hM.ne'
  obtain ⟨z, hz⟩ : ∃ z : ℂ, z = Complex.exp (((2 * π * x : ℝ) : ℂ) * Complex.I) := ⟨_, rfl⟩
  have hz1 : z ≠ 1 := by
    intro h
    rw [hz] at h
    obtain ⟨n, hn⟩ := Complex.exp_eq_one_iff.1 h
    push_cast at hn
    have h2 : ((x : ℂ) - n) * (2 * π * Complex.I) = 0 := by linear_combination hn
    have h3 := sub_eq_zero.1 ((mul_eq_zero.1 h2).resolve_right Complex.two_pi_I_ne_zero)
    exact hx n (by exact_mod_cast h3)
  have hpow : z ^ M = 1 := by
    have hp' := congrArg Complex.ofReal hp
    push_cast at hp'
    rw [hz, ← Complex.exp_nat_mul]
    refine Complex.exp_eq_one_iff.2 ⟨p, ?_⟩
    push_cast
    linear_combination (2 * π * Complex.I) * hp'
  -- the plane waves form a closed geometric sum
  have hgeom : ∑ a ∈ range M, z ^ a = 0 := by
    rw [geom_sum_eq hz1, hpow, sub_self, zero_div]
  have hterm : ∀ a : ℕ, z ^ a = Complex.exp (((2 * π * a * x : ℝ) : ℂ) * Complex.I) := by
    intro a
    rw [hz, ← Complex.exp_nat_mul]
    congr 1
    push_cast
    ring
  have hre : ∑ a ∈ range M, Real.cos (2 * π * a * x) = 0 := by
    rw [← Complex.zero_re, ← hgeom, Complex.re_sum]
    exact sum_congr rfl fun a _ => by rw [hterm, Complex.exp_ofReal_mul_I_re]
  have him : ∑ a ∈ range M, Real.sin (2 * π * a * x) = 0 := by
    rw [← Complex.zero_im, ← hgeom, Complex.im_sum]
    exact sum_congr rfl fun a _ => by rw [hterm, Complex.exp_ofReal_mul_I_im]
  have h : (M : ℝ) * fejer M x = 0 := by
    rw [mul_fejer, hre, him]
    norm_num
  exact (mul_eq_zero.1 h).resolve_left hM'

/-- `|S_m|²` is a double sum over nodes of cosines of their separations. -/
theorem norm_sq_samplingSum {N : ℕ} (w k : Fin N → ℝ) (m : ℤ) :
    ‖samplingSum w k m‖ ^ 2 =
      ∑ j, ∑ l, w j * w l * Real.cos (2 * π * m * (k j - k l)) := by
  have hre : (samplingSum w k m).re = ∑ j, w j * Real.cos (2 * π * m * k j) := by
    simp only [samplingSum, Complex.re_sum, Complex.re_ofReal_mul,
      Complex.exp_ofReal_mul_I_re]
  have him : (samplingSum w k m).im = ∑ j, w j * Real.sin (2 * π * m * k j) := by
    simp only [samplingSum, Complex.im_sum, Complex.im_ofReal_mul,
      Complex.exp_ofReal_mul_I_im]
  rw [Complex.sq_norm, Complex.normSq_apply, hre, him, sum_mul_sum, sum_mul_sum,
    ← sum_add_distrib]
  refine sum_congr rfl fun j _ => ?_
  rw [← sum_add_distrib]
  refine sum_congr rfl fun l _ => ?_
  rw [mul_sub, Real.cos_sub]
  ring

/-- The aliasing sum is a double sum over nodes of the Fejér kernel at their separations. -/
theorem aliasingSum_eq {N : ℕ} (w k : Fin N → ℝ) (M : ℕ) :
    aliasingSum w k M = ∑ j, ∑ l, w j * w l * fejer M (k j - k l) := by
  simp only [aliasingSum, fejer, norm_sq_samplingSum, mul_sum]
  rw [sum_comm]
  refine sum_congr rfl fun j _ => ?_
  rw [sum_comm]
  refine sum_congr rfl fun l _ => sum_congr rfl fun m _ => ?_
  ring

/-- Aliasing lower bound: for `N` real nodes with nonnegative weights summing to one, the
sum of `(1 - |m|/M) |S_m|²` over `|m| < M` is at least `M/N`. -/
theorem aliasing_lower_bound {N : ℕ} (w k : Fin N → ℝ) (hw : ∀ j, 0 ≤ w j)
    (hsum : ∑ j, w j = 1) (M : ℕ) : (M : ℝ) / N ≤ aliasingSum w k M := by
  have hN : (0 : ℝ) < N := by
    have : N ≠ 0 := by
      rintro rfl
      simp at hsum
    exact_mod_cast Nat.pos_of_ne_zero this
  -- Cauchy-Schwarz for the weights
  have h := sq_sum_le_card_mul_sum_sq (s := univ) (f := w)
  rw [hsum, card_univ, Fintype.card_fin] at h
  have h1 : (M : ℝ) / N ≤ M * ∑ j, w j ^ 2 := by
    rw [div_le_iff₀ hN]
    have := mul_le_mul_of_nonneg_left h (Nat.cast_nonneg (α := ℝ) M)
    linarith
  refine h1.trans ?_
  -- keep only the diagonal of the double sum
  rw [aliasingSum_eq, mul_sum]
  refine sum_le_sum fun j _ => ?_
  calc (M : ℝ) * w j ^ 2 = w j * w j * fejer M (k j - k j) := by
        rw [sub_self, fejer_zero]
        ring
    _ ≤ ∑ l, w j * w l * fejer M (k j - k l) :=
        single_le_sum (f := fun l => w j * w l * fejer M (k j - k l))
          (fun l _ => mul_nonneg (mul_nonneg (hw j) (hw l)) (fejer_nonneg _ _)) (mem_univ j)

/-- Sharpness: for `N ≥ 1` the uniform grid `(j + s)/N` with equal weights and any shift `s`
has aliasing sum exactly `q = M/N` at `M = q N`. -/
theorem aliasingSum_uniform_grid {N : ℕ} (hN : 0 < N) (q : ℕ) (s : ℝ) :
    aliasingSum (fun _ : Fin N => 1 / (N : ℝ)) (fun j => (((j : ℕ) : ℝ) + s) / N) (q * N)
      = q := by
  have hN' : (N : ℝ) ≠ 0 := by exact_mod_cast hN.ne'
  have hval : ∀ j l : Fin N, fejer (q * N)
      ((((j : ℕ) : ℝ) + s) / N - (((l : ℕ) : ℝ) + s) / N) =
      if j = l then (q : ℝ) * N else 0 := by
    intro j l
    split_ifs with hjl
    · rw [hjl, sub_self, fejer_zero]
      push_cast
      ring
    · have e : (((j : ℕ) : ℝ) + s) / N - (((l : ℕ) : ℝ) + s) / N =
          (((j : ℕ) : ℝ) - ((l : ℕ) : ℝ)) / N := by ring
      rw [e]
      refine fejer_eq_zero _ _ ?_ ((q : ℤ) * (((j : ℕ) : ℤ) - ((l : ℕ) : ℤ))) ?_
      · -- distinct grid points differ by less than a full period
        intro n hn
        have h1 := (div_eq_iff hN').1 hn
        have h2 : ((j : ℕ) : ℤ) - ((l : ℕ) : ℤ) = n * N := by exact_mod_cast h1
        have hj := j.isLt
        have hl := l.isLt
        have hNz : (0 : ℤ) < N := by exact_mod_cast hN
        have hlo : -1 < n := by
          by_contra hc
          have : n ≤ -1 := by omega
          have : n * (N : ℤ) ≤ -1 * N := mul_le_mul_of_nonneg_right this hNz.le
          omega
        have hhi : n < 1 := by
          by_contra hc
          have : 1 ≤ n := by omega
          have : 1 * (N : ℤ) ≤ n * N := mul_le_mul_of_nonneg_right this hNz.le
          omega
        have hn0 : n = 0 := by omega
        rw [hn0, zero_mul] at h2
        exact hjl (Fin.ext (by omega))
      · push_cast
        field_simp
  rw [aliasingSum_eq]
  simp only [hval, mul_ite, mul_zero, sum_ite_eq, mem_univ, if_true, sum_const, card_univ,
    Fintype.card_fin, nsmul_eq_mul]
  field_simp

end

end BrillouinAliasing
```

```lean
#print axioms BrillouinAliasing.aliasing_lower_bound
-- 'BrillouinAliasing.aliasing_lower_bound' depends on axioms: [propext, Classical.choice, Quot.sound]
#print axioms BrillouinAliasing.aliasingSum_uniform_grid
-- 'BrillouinAliasing.aliasingSum_uniform_grid' depends on axioms: [propext, Classical.choice, Quot.sound]
```

## From counting pairs to the bound

`sum_differences` counts the pairs by induction on M. Enlarging the square of pairs adds a row, a column and a corner, whose differences are the negative, positive and zero integers with |m| ≤ M. `sum_symmetric` collects these into one sum, matching the increase of each weight M − |m| by one.

`mul_fejer` combines this count with the cosine identity. `fejer_nonneg` and `fejer_zero` then read off the sign and the value at the origin. `norm_sq_samplingSum` expands |S_m|² through its real and imaginary parts, and `aliasingSum_eq` exchanges the sums.

In `aliasing_lower_bound`, `sq_sum_le_card_mul_sum_sq` supplies Cauchy–Schwarz. For each j, `single_le_sum` bounds the sum over l below by its term l = j; this is where nonnegative weights and a nonnegative kernel are used.

`fejer_eq_zero` carries out the geometric sum. In `aliasingSum_uniform_grid`, the step `hval` shows that distinct grid points differ by less than a full period, so only the diagonal survives.
